# Reversing one qubit's phase points makes the singlet's discrete Wigner function nonnegative

Two spin-1/2 particles in the singlet state give opposite results whenever both spins are measured along the same axis. A discrete Wigner function describes such a pair by one number for each pair of phase points, much as a classical distribution would, except that the numbers may be negative. For the singlet, negative values appear when both qubits use the same four phase points considered here. Do they belong to the state, or to the way the second qubit's phase points were chosen?

## Phase points and the Wigner function

```lean
import Mathlib

open Matrix
open scoped Kronecker ComplexOrder

namespace SingletPhasePoints

noncomputable section
```

The file loads the Mathlib library and two notations: `⊗ₖ` for the tensor product of matrices, and an order on the complex numbers in which $0\le z$ means that $z$ is real and nonnegative.

```lean
/-- The operator `(I + r·σ)/2` attached to a real vector `r`. -/
def pointOp (r : Fin 3 → ℝ) : Matrix (Fin 2) (Fin 2) ℂ :=
  (1 / 2 : ℂ) • (1 + (r 0 : ℂ) • !![0, 1; 1, 0]
    + (r 1 : ℂ) • !![0, -Complex.I; Complex.I, 0] + (r 2 : ℂ) • !![1, 0; 0, -1])
```

Write $\sigma_0,\sigma_1,\sigma_2$ for the Pauli $x,y,z$ matrices, numbered from zero as in Lean. For a real vector $r$, `pointOp r` is
$$A_r=\tfrac12\Big(I+\sum_i r_i\sigma_i\Big).$$

```lean
/-- A qubit phase point: a vector of three signs whose product is one. -/
def IsPhasePoint (r : Fin 3 → ℝ) : Prop :=
  (∀ i, r i = 1 ∨ r i = -1) ∧ r 0 * r 1 * r 2 = 1
```

`IsPhasePoint r` says that each $r_i$ is $\pm1$ and that $r_0r_1r_2=1$. Such a vector has length $\sqrt3$, so $A_r$ has eigenvalues $(1\pm\sqrt3)/2$. One of them is negative, which leaves room for negative Wigner values.

```lean
/-- The two-qubit Wigner function `Tr(ρ A_r ⊗ A_s)/4`. -/
def wigner (ρ : Matrix (Fin 2 × Fin 2) (Fin 2 × Fin 2) ℂ) (r s : Fin 3 → ℝ) : ℂ :=
  (ρ * (pointOp r ⊗ₖ pointOp s)).trace / 4
```

This is $W(r,s)=\tfrac14\mathrm{Tr}(\rho\,A_r\otimes A_s)$. The definition accepts any matrix $\rho$ and any real vectors, and its value is complex. That it is real for the Bell states below is proved, not built in.

## Bell states as amplitude matrices

```lean
/-- The operator `|C⟩⟨C|/2`, where `C i j` is the amplitude of the basis state `|i j⟩`. -/
def pairState (C : Matrix (Fin 2) (Fin 2) ℂ) :
    Matrix (Fin 2 × Fin 2) (Fin 2 × Fin 2) ℂ :=
  Matrix.of fun p q => (1 / 2 : ℂ) * (C p.1 p.2 * star (C q.1 q.2))
```

A two-qubit pure state is stored as a $2\times2$ matrix $C$, with $|\psi\rangle=\frac1{\sqrt2}\sum_{ij}C_{ij}|ij\rangle$. The density matrix $\rho=|\psi\rangle\langle\psi|$ then has entries $\frac12C_{ij}C_{kl}^*$, without square roots.

```lean
/-- Amplitudes, up to the factor `1/√2`, of the four Bell states:
`|01⟩ - |10⟩`, `|01⟩ + |10⟩`, `|00⟩ + |11⟩` and `|00⟩ - |11⟩`. -/
def bellAmp : Fin 4 → Matrix (Fin 2) (Fin 2) ℂ :=
  ![!![0, 1; -1, 0], !![0, 1; 1, 0], !![1, 0; 0, 1], !![1, 0; 0, -1]]
```

The index $k=0,1,2,3$ labels the Bell states, with the singlet first. Their matrices are $i\sigma_1$, $\sigma_0$, $I$ and $\sigma_2$.

```lean
/-- Signs of the `xx`, `yy` and `zz` spin correlations of the four Bell states. -/
def bellSign : Fin 4 → Fin 3 → ℝ :=
  ![![-1, -1, -1], ![1, 1, -1], ![1, -1, 1], ![-1, 1, 1]]
```

For Bell state $k$, these are the signs $c_i=\langle\sigma_i\otimes\sigma_i\rangle$. Here they are only a table; `wigner_bell` below establishes their role.

```lean
/-- The density matrix of the two-qubit singlet. -/
def singlet : Matrix (Fin 2 × Fin 2) (Fin 2 × Fin 2) ℂ := pairState (bellAmp 0)
```

The singlet is Bell state $0$, that is $(|01\rangle-|10\rangle)/\sqrt2$.

```lean
/-- If the squared moduli of the amplitudes sum to two, `|C⟩⟨C|/2` equals its square and has unit
trace. -/
theorem pairState_pure (C : Matrix (Fin 2) (Fin 2) ℂ)
    (h : ∑ i, ∑ j, C i j * star (C i j) = 2) :
    (pairState C).trace = 1 ∧ pairState C * pairState C = pairState C := by
  simp only [Fin.sum_univ_two] at h
  constructor
  · simp only [pairState, Matrix.trace, Matrix.diag_apply, Matrix.of_apply,
      Fintype.sum_prod_type, Fin.sum_univ_two]
    linear_combination (1 / 2 : ℂ) * h
  · ext p q
    simp only [pairState, Matrix.mul_apply, Matrix.of_apply,
      Fintype.sum_prod_type, Fin.sum_univ_two]
    linear_combination (1 / 4 : ℂ) * C p.1 p.2 * star (C q.1 q.2) * h
```

The hypothesis `h` is the normalisation $\sum_{ij}|C_{ij}|^2=2$. The trace of $\rho$ is half this sum, hence $1$. For the square,
$$(\rho^2)_{pq}=\tfrac14C_pC_q^*\sum_{ij}|C_{ij}|^2=\tfrac12C_pC_q^*=\rho_{pq},$$
where $p$ and $q$ are pairs of basis labels. In Lean, `simp only` writes out the sums, and `linear_combination` checks that what remains is the stated multiple of `h`.

```lean
/-- The squared moduli of the amplitudes listed for each Bell state sum to two. -/
theorem bellAmp_normalised (k : Fin 4) :
    ∑ i, ∑ j, bellAmp k i j * star (bellAmp k i j) = 2 := by
  fin_cases k <;> norm_num [bellAmp, Fin.sum_univ_two]
```

Each Bell matrix has two entries of modulus one and two zeros, so the sum is $2$. `fin_cases k` treats the four states in turn.

## From spin correlations to Wigner values

```lean
/-- The Wigner function of `|C⟩⟨C|/2` written out in amplitudes. -/
theorem wigner_pairState (C : Matrix (Fin 2) (Fin 2) ℂ) (r s : Fin 3 → ℝ) :
    wigner (pairState C) r s = (1 / 8 : ℂ) * ∑ i, ∑ j, ∑ k, ∑ l,
      C i j * star (C k l) * pointOp r k i * pointOp s l j := by
  simp only [wigner, pairState, Matrix.trace, Matrix.diag_apply, Matrix.mul_apply,
    Matrix.of_apply, Matrix.kroneckerMap_apply, Fintype.sum_prod_type, Fin.sum_univ_two]
  ring
```

The trace of $\rho M$ is $\sum\rho_{ij,kl}M_{kl,ij}$. With $M=A_r\otimes A_s$ this gives
$$W=\tfrac18\sum_{ijkl}C_{ij}C_{kl}^*(A_r)_{ki}(A_s)_{lj}.$$
In this formula $k$ is a summation index, not a Bell label.

```lean
/-- For any real vectors `r` and `s`, the Wigner function of a Bell state is fixed by its
three correlation signs. -/
theorem wigner_bell (k : Fin 4) (r s : Fin 3 → ℝ) :
    wigner (pairState (bellAmp k)) r s
      = (((1 + ∑ i, bellSign k i * r i * s i) / 16 : ℝ) : ℂ) := by
  rw [wigner_pairState]
  -- only the product of the two `y` components needs `I² = -1`
  fin_cases k <;> simp [bellAmp, bellSign, pointOp, Fin.sum_univ_two, Fin.sum_univ_three]
  · linear_combination ((r 1 : ℂ) * s 1 / 16) * Complex.I_sq
  · linear_combination (-(r 1 : ℂ) * s 1 / 16) * Complex.I_sq
  · linear_combination ((r 1 : ℂ) * s 1 / 16) * Complex.I_sq
  · linear_combination (-(r 1 : ℂ) * s 1 / 16) * Complex.I_sq
```

The theorem states, for all real $r$ and $s$,
$$W(r,s)=\frac{1+\sum_i c_i r_i s_i}{16}.$$
To derive it, expand the two operators:
$$W=\tfrac1{16}\Big(1+\sum_i r_i\langle\sigma_i\otimes I\rangle+\sum_j s_j\langle I\otimes\sigma_j\rangle+\sum_{ij}r_is_j\langle\sigma_i\otimes\sigma_j\rangle\Big).$$
In terms of amplitudes, $\langle A\otimes B\rangle=\frac12\mathrm{Tr}(C^\dagger A\,C B^T)$. All four matrices $C$ are unitary, so the single-spin terms are half the trace of a matrix with zero trace, and vanish.

For the correlations, $C^\dagger\sigma_iC=\eta_i\sigma_i$ with a sign $\eta_i$, and $\sigma_j^T=\tau_j\sigma_j$ with $\tau=(1,-1,1)$. Since $\mathrm{Tr}(\sigma_i\sigma_j)=2\delta_{ij}$, only $i=j$ survives, with $c_i=\eta_i\tau_i$. For the singlet $\eta=(-1,1,-1)$, so every $c_i=-1$. The other three have $\eta=(1,-1,-1)$, $(1,1,1)$ and $(-1,-1,1)$, which reproduce the table.

The Lean proof inserts the amplitudes directly, state by state. After simplification only $i^2=-1$ is missing, and `Complex.I_sq` supplies it.

## Four phase points and their overlaps

```lean
/-- Every phase point is one of four explicit sign vectors. -/
theorem phasePoint_cases {r : Fin 3 → ℝ} (hr : IsPhasePoint r) :
    (r 0 = 1 ∧ r 1 = 1 ∧ r 2 = 1) ∨ (r 0 = 1 ∧ r 1 = -1 ∧ r 2 = -1) ∨
    (r 0 = -1 ∧ r 1 = 1 ∧ r 2 = -1) ∨ (r 0 = -1 ∧ r 1 = -1 ∧ r 2 = 1) := by
  obtain ⟨h, p⟩ := hr
  rcases h 0 with a | a <;> rcases h 1 with b | b <;> rcases h 2 with c | c <;>
    first
    | (exfalso; norm_num [a, b, c] at p; done)
    | norm_num [a, b, c]
```

There are eight triples of signs, and four have product one: $(1,1,1)$, $(1,-1,-1)$, $(-1,1,-1)$ and $(-1,-1,1)$. Lean goes through all eight and rejects those that contradict the product condition.

```lean
open Classical in
/-- The scalar product of two phase points is `3` if they coincide and `-1` otherwise. -/
theorem phasePoint_dot {r s : Fin 3 → ℝ} (hr : IsPhasePoint r) (hs : IsPhasePoint s) :
    r ⬝ᵥ s = if r = s then 3 else -1 := by
  split_ifs with h
  · subst h
    rcases phasePoint_cases hr with ⟨a, b, c⟩ | ⟨a, b, c⟩ | ⟨a, b, c⟩ | ⟨a, b, c⟩ <;>
      norm_num [dotProduct, Fin.sum_univ_three, a, b, c]
  · rcases phasePoint_cases hr with ⟨a, b, c⟩ | ⟨a, b, c⟩ | ⟨a, b, c⟩ | ⟨a, b, c⟩ <;>
      rcases phasePoint_cases hs with ⟨d, e, f⟩ | ⟨d, e, f⟩ | ⟨d, e, f⟩ | ⟨d, e, f⟩ <;>
      first
      | (norm_num [dotProduct, Fin.sum_univ_three, a, b, c, d, e, f]; done)
      | exact absurd (funext fun i => by fin_cases i <;> simp [a, b, c, d, e, f]) h
```

If $r=s$, then $r\cdot s=1+1+1=3$. If not, the signs $r_is_i$ have product one but are not all $+1$, so exactly two are $-1$ and the sum is $-1$. Lean computes the cases from the list instead. Where the two listed vectors agree, it obtains a contradiction with $r\ne s$.

## Reversing the second qubit

```lean
/-- With the phase points of the second qubit reversed, all four Bell states have a
nonnegative Wigner function. -/
theorem bell_flipped_nonneg (k : Fin 4) {r s : Fin 3 → ℝ}
    (hr : IsPhasePoint r) (hs : IsPhasePoint s) :
    0 ≤ wigner (pairState (bellAmp k)) r (-s) := by
  rw [wigner_bell]
  apply Complex.zero_le_real.2
  fin_cases k <;>
    rcases phasePoint_cases hr with ⟨a, b, c⟩ | ⟨a, b, c⟩ | ⟨a, b, c⟩ | ⟨a, b, c⟩ <;>
    rcases phasePoint_cases hs with ⟨d, e, f⟩ | ⟨d, e, f⟩ | ⟨d, e, f⟩ | ⟨d, e, f⟩ <;>
    simp [bellSign, Fin.sum_univ_three, a, b, c, d, e, f] <;> norm_num
```

Replacing $s$ by $-s$ gives $W(r,-s)=(1-\sum_i c_ir_is_i)/16$. For each Bell state $c_0c_1c_2=-1$, so the vector $u$ with $u_i=-c_ir_i$ is again a phase point. Hence $W(r,-s)=(1+u\cdot s)/16$, which is $1/4$ or $0$. The theorem records only nonnegativity, and Lean reaches it by checking every Bell state at every pair of phase points.

The vector $-s$ has product $-1$ and is not itself a phase point. The map $s\mapsto-s$ is an inversion, and no rotation of the second spin sends each of the four phase points to its own negative. As a set, however, the four reversed points can be reached by a rotation: a quarter turn about the $z$ axis takes $(x,y,z)$ to $(-y,x,z)$ and so changes the sign of the product.

```lean
open Classical in
/-- The singlet has Wigner function `-1/8` at equal phase points and `1/8` at different ones.
Reversing the second phase point turns these values into `1/4` and `0`. -/
theorem singlet_wigner {r s : Fin 3 → ℝ} (hr : IsPhasePoint r) (hs : IsPhasePoint s) :
    wigner singlet r s = (if r = s then -1 / 8 else 1 / 8) ∧
    wigner singlet r (-s) = (if r = s then 1 / 4 else 0) := by
  -- the Wigner function at `r` and any real vector `t` is `(1 - r·t)/16`
  have key : ∀ t : Fin 3 → ℝ,
      wigner singlet r t = (((1 + -(r ⬝ᵥ t)) / 16 : ℝ) : ℂ) := by
    intro t
    have h : ∑ i, bellSign 0 i * r i * t i = -(r ⬝ᵥ t) := by
      simp only [dotProduct, Fin.sum_univ_three]
      simp [bellSign]
      ring
    rw [singlet, wigner_bell, h]
  constructor
  · rw [key, phasePoint_dot hr hs]
    split_ifs <;> norm_num
  · rw [key, dotProduct_neg, phasePoint_dot hr hs]
    split_ifs <;> norm_num
```

For the singlet, $W(r,t)=(1-r\cdot t)/16$ for every real vector $t$; this is `key` in the proof. Taking $t=s$ and then $t=-s$ gives:

| | $r=s$ | $r\ne s$ |
|---|---|---|
| $W(r,s)$ | $(1-3)/16=-1/8$ | $(1+1)/16=1/8$ |
| $W(r,-s)$ | $(1+3)/16=1/4$ | $(1-1)/16=0$ |

The two parts of the Lean proof are these two rows, with `phasePoint_dot` supplying the scalar products. The negative values therefore depend on the choice of phase points for the second qubit.

```lean
/-- With the same phase points on both qubits, each Bell state takes the value `-1/8` at an
explicit pair of phase points. -/
theorem bell_negative (k : Fin 4) :
    IsPhasePoint (fun _ => 1) ∧ IsPhasePoint (-bellSign k) ∧
    wigner (pairState (bellAmp k)) (fun _ => 1) (-bellSign k) = -1 / 8 := by
  refine ⟨⟨fun _ => Or.inl rfl, by norm_num⟩, ⟨fun i => ?_, ?_⟩, ?_⟩
  · fin_cases k <;> fin_cases i <;> norm_num [bellSign]
  · fin_cases k <;> simp [bellSign]
  · rw [wigner_bell]
    fin_cases k <;> simp [bellSign, Fin.sum_univ_three] <;> norm_num
```

With the same phase points on both qubits, the other Bell states also become negative somewhere. Take $r=(1,1,1)$, written `fun _ => 1`, and $s=-c$. Both are phase points, and $\sum_ic_ir_is_i=-\sum_ic_i^2=-3$, so $W=-2/16=-1/8$. The proof checks the two phase-point conditions and then evaluates `wigner_bell`.

## A product state that stays negative

```lean
/-- The product of `(3|0⟩ - 4|1⟩)/5` and `(|0⟩ + |1⟩)/√2` has a negative Wigner function
value when the phase points of the second qubit are reversed. -/
theorem product_flipped_negative :
    IsPhasePoint ![1, 1, 1] ∧ IsPhasePoint ![-1, -1, 1] ∧
    wigner (pairState !![3 / 5, 3 / 5; -4 / 5, -4 / 5]) ![1, 1, 1] (-![-1, -1, 1])
      = -3 / 100 := by
  refine ⟨⟨fun i => ?_, ?_⟩, ⟨fun i => ?_, ?_⟩, ?_⟩
  · fin_cases i <;> simp
  · simp
  · fin_cases i <;> simp
  · simp
  · rw [wigner_pairState]
    -- the amplitudes are real
    have h3 : (starRingEnd ℂ) 3 = 3 := Complex.ext (by simp) (by simp)
    have h4 : (starRingEnd ℂ) 4 = 4 := Complex.ext (by simp) (by simp)
    have h5 : (starRingEnd ℂ) 5 = 5 := Complex.ext (by simp) (by simp)
    simp [pointOp, Fin.sum_univ_two, h3, h4, h5]
    ring

end

end SingletPhasePoints
```

Reversal does not make every state nonnegative. The matrix here describes the normalised product of $(3|0\rangle-4|1\rangle)/5$ and $(|0\rangle+|1\rangle)/\sqrt2$; its squared moduli sum to $2(9/25+16/25)=2$. The Bloch vectors of the two factors are $a=(-24/25,0,-7/25)$ and $b=(1,0,0)$.

For a product state the trace factorises, and each factor is of the form $\mathrm{Tr}(\rho_1A_r)=(1+r\cdot a)/2$, where $\rho_1$ is the first qubit's density matrix. At $r=(1,1,1)$ the first factor is $(1-31/25)/2=-3/25$. With $s=(-1,-1,1)$, the second qubit is evaluated at $-s=(1,1,-1)$, where its factor is $(1+1)/2=1$. Therefore
$$W(r,-s)=\tfrac14\cdot\big(-\tfrac3{25}\big)\cdot1=-\tfrac3{100}.$$
Lean uses the amplitude formula instead. The lines `h3`, `h4` and `h5` say that the numbers 3, 4 and 5 equal their complex conjugates, and `ring` finishes the arithmetic.

When only the second qubit's phase points are reversed, a negative Wigner value is thus no marker of entanglement: the maximally entangled singlet has none, while this product state has one.

```lean
#print axioms SingletPhasePoints.bell_flipped_nonneg
#print axioms SingletPhasePoints.singlet_wigner
#print axioms SingletPhasePoints.bell_negative
#print axioms SingletPhasePoints.product_flipped_negative
```

```
'SingletPhasePoints.bell_flipped_nonneg' depends on axioms: [propext, Classical.choice, Quot.sound]
'SingletPhasePoints.singlet_wigner' depends on axioms: [propext, Classical.choice, Quot.sound]
'SingletPhasePoints.bell_negative' depends on axioms: [propext, Classical.choice, Quot.sound]
'SingletPhasePoints.product_flipped_negative' depends on axioms: [propext, Classical.choice, Quot.sound]
```
